# A one-orbital Green function with finitely many poles of positive weight has exactly one zero between adjacent poles, and its self-energy diverges there

In the quasiparticle equation $w = e + \Sigma(w)$, $w$ is the frequency, $e$ the bare level and $\Sigma$ the self-energy, which here includes the effect of any hopping to other orbitals. A sign change of $w-e-\Sigma(w)$ can mark either a solution or a divergence of $\Sigma$. For a single orbital whose Green function $G$ is a finite sum of poles with positive weights, each interval between adjacent poles contains exactly one such divergence, at the zero of $G$.

```lean
import Mathlib

open Filter Topology

namespace SelfEnergyPoles

noncomputable section

variable {ι : Type*} [Fintype ι] {c E : ι → ℝ}

/-- The Green function with poles `E k` and weights `c k`, at real frequency `w`. -/
def greens (c E : ι → ℝ) (w : ℝ) : ℝ := ∑ k, c k / (w - E k)

/-- The self-energy obtained from the Dyson equation with bare level `e`. -/
def selfEnergy (c E : ι → ℝ) (e w : ℝ) : ℝ := w - e - 1 / greens c E w

/-- Away from its poles the Green function has derivative `-∑ c k / (w - E k)^2`. -/
theorem hasDerivAt_greens {w : ℝ} (hw : ∀ k, w ≠ E k) :
    HasDerivAt (greens c E) (-∑ k, c k / (w - E k) ^ 2) w := by
  have h : ∀ k ∈ Finset.univ,
      HasDerivAt (fun x => c k / (x - E k)) (-(c k / (w - E k) ^ 2)) w := by
    intro k _
    have hk : w - E k ≠ 0 := sub_ne_zero.2 (hw k)
    refine ((hasDerivAt_const w (c k)).fun_div
      ((hasDerivAt_id' w).sub_const (E k)) hk).congr_deriv ?_
    ring
  have h2 := HasDerivAt.fun_sum h
  rw [Finset.sum_neg_distrib] at h2
  exact h2

/-- The contribution of a single pole of positive weight decreases between two frequencies on the
same side of it. -/
theorem pole_term_lt {q x a b : ℝ} (hq : 0 < q) (hab : a < b) (h : b < x ∨ x < a) :
    q / (b - x) < q / (a - x) := by
  have hp : 0 < (a - x) * (b - x) := by
    rcases h with h | h
    · exact mul_pos_of_neg_of_neg (by linarith) (by linarith)
    · exact mul_pos (by linarith) (by linarith)
  have hd : q / (a - x) - q / (b - x) = q * (b - a) / ((a - x) * (b - x)) := by
    rw [div_sub_div _ _ (left_ne_zero_of_mul hp.ne') (right_ne_zero_of_mul hp.ne')]
    congr 1
    ring
  have := div_pos (mul_pos hq (sub_pos.2 hab)) hp
  linarith

/-- For positive weights, if `m` lies above a pole and no further pole lies above that pole and at
or below `m`, the Green function is nonnegative somewhere above that pole and not above `m`. -/
theorem greens_nonneg_above_pole (hc : ∀ k, 0 < c k) (i : ι) {m : ℝ} (him : E i < m)
    (h : ∀ k, m < E k ∨ E k ≤ E i) : ∃ w, E i < w ∧ w ≤ m ∧ 0 ≤ greens c E w := by
  have hci := hc i
  have hm : 0 < m - E i := sub_pos.2 him
  have hq : 0 < c i / (m - E i) := div_pos hci hm
  obtain ⟨B, hB⟩ : ∃ B, B = c i / (m - E i) + |greens c E m| := ⟨_, rfl⟩
  have habs := abs_nonneg (greens c E m)
  have hB0 : 0 < B := by linarith
  -- choose the frequency at which the term of pole `i` equals `B`
  obtain ⟨w, hw1, hw2, hw3⟩ : ∃ w, E i < w ∧ w ≤ m ∧ c i / (w - E i) = B := by
    refine ⟨E i + c i / B, by linarith [div_pos hci hB0], ?_, ?_⟩
    · have h1 : c i / B ≤ m - E i := by
        rw [div_le_iff₀ hB0]
        have h2 : c i / (m - E i) ≤ B := by linarith
        rw [div_le_iff₀ hm] at h2
        linarith
      linarith
    · rw [add_sub_cancel_left]
      field_simp
  -- every other term is at least its value at `m`
  have hn : ∀ k ∈ Finset.univ, 0 ≤ c k / (w - E k) - c k / (m - E k) := by
    intro k _
    rcases hw2.eq_or_lt with h1 | h1
    · rw [h1, sub_self]
    · exact sub_nonneg.2 (pole_term_lt (hc k) h1 ((h k).imp id fun h2 => by linarith)).le
  have hs : c i / (w - E i) - c i / (m - E i)
      ≤ ∑ k, (c k / (w - E k) - c k / (m - E k)) :=
    Finset.single_le_sum (f := fun k => c k / (w - E k) - c k / (m - E k)) hn
      (Finset.mem_univ i)
  rw [Finset.sum_sub_distrib] at hs
  change _ ≤ greens c E w - greens c E m at hs
  exact ⟨w, hw1, hw2, by linarith [neg_abs_le (greens c E m)]⟩

/-- For positive weights, at a zero `w₀` of the Green function that is not a pole, `(w - w₀) Σ(w)`
tends to the positive number `1 / ∑ c k / (w₀ - E k)^2`. -/
theorem selfEnergy_residue [Nonempty ι] (hc : ∀ k, 0 < c k) (e : ℝ) {w₀ : ℝ}
    (hw : ∀ k, w₀ ≠ E k) (h0 : greens c E w₀ = 0) :
    0 < 1 / ∑ k, c k / (w₀ - E k) ^ 2 ∧
    Tendsto (fun w => (w - w₀) * selfEnergy c E e w) (𝓝[≠] w₀)
      (𝓝 (1 / ∑ k, c k / (w₀ - E k) ^ 2)) := by
  have hS : 0 < ∑ k, c k / (w₀ - E k) ^ 2 := by
    refine Finset.sum_pos (fun k _ => ?_) Finset.univ_nonempty
    have hk : w₀ - E k ≠ 0 := sub_ne_zero.2 (hw k)
    have := hc k
    positivity
  refine ⟨one_div_pos.2 hS, ?_⟩
  -- the inverse difference quotient of `G` is `(w - w₀) / G(w)`
  have h2 := (hasDerivAt_iff_tendsto_slope.1 (hasDerivAt_greens (c := c) hw)).inv₀
    (neg_ne_zero.2 hS.ne')
  have h3 : Tendsto (fun w : ℝ => (w - w₀) * (w - e)) (𝓝[≠] w₀) (𝓝 0) := by
    have hcont : Continuous (fun w : ℝ => (w - w₀) * (w - e)) := by fun_prop
    have h : Tendsto (fun w : ℝ => (w - w₀) * (w - e)) (𝓝[≠] w₀)
        (𝓝 ((w₀ - w₀) * (w₀ - e))) := (hcont.tendsto w₀).mono_left nhdsWithin_le_nhds
    rwa [sub_self, zero_mul] at h
  have h4 := h3.sub h2
  rw [inv_neg, zero_sub, neg_neg, ← one_div] at h4
  refine h4.congr (fun w => ?_)
  show (w - w₀) * (w - e) - (slope (greens c E) w₀ w)⁻¹ = _
  rw [slope_def_field, h0, sub_zero, inv_div]
  unfold selfEnergy
  ring

/-- For positive weights, at a zero of the Green function that is not a pole, the self-energy tends
to `+∞` from above and to `-∞` from below. -/
theorem selfEnergy_diverges [Nonempty ι] (hc : ∀ k, 0 < c k) (e : ℝ) {w₀ : ℝ}
    (hw : ∀ k, w₀ ≠ E k) (h0 : greens c E w₀ = 0) :
    Tendsto (selfEnergy c E e) (𝓝[>] w₀) atTop ∧
    Tendsto (selfEnergy c E e) (𝓝[<] w₀) atBot := by
  obtain ⟨hpos, hr⟩ := selfEnergy_residue hc e hw h0
  have hl : Tendsto (fun w : ℝ => w - w₀) (𝓝 w₀) (𝓝 0) := by
    have hcont : Continuous (fun w : ℝ => w - w₀) := by fun_prop
    have h : Tendsto (fun w : ℝ => w - w₀) (𝓝 w₀) (𝓝 (w₀ - w₀)) := hcont.tendsto w₀
    rwa [sub_self] at h
  constructor
  · have hi : Tendsto (fun w : ℝ => (w - w₀)⁻¹) (𝓝[>] w₀) atTop :=
      tendsto_inv_nhdsGT_zero.comp (tendsto_nhdsWithin_iff.2
        ⟨hl.mono_left nhdsWithin_le_nhds, by
          filter_upwards [self_mem_nhdsWithin] with w h
          exact Set.mem_Ioi.2 (sub_pos.2 h)⟩)
    refine (hi.atTop_mul_pos hpos (hr.mono_left (nhdsWithin_mono _
      fun w h => (Set.mem_Ioi.1 h).ne'))).congr' ?_
    filter_upwards [self_mem_nhdsWithin] with w h
    exact inv_mul_cancel_left₀ (sub_ne_zero.2 (Set.mem_Ioi.1 h).ne') _
  · have hi : Tendsto (fun w : ℝ => (w - w₀)⁻¹) (𝓝[<] w₀) atBot :=
      tendsto_inv_nhdsLT_zero.comp (tendsto_nhdsWithin_iff.2
        ⟨hl.mono_left nhdsWithin_le_nhds, by
          filter_upwards [self_mem_nhdsWithin] with w h
          exact Set.mem_Iio.2 (by linarith [Set.mem_Iio.1 h])⟩)
    refine (hi.atBot_mul_pos hpos (hr.mono_left (nhdsWithin_mono _
      fun w h => (Set.mem_Iio.1 h).ne))).congr' ?_
    filter_upwards [self_mem_nhdsWithin] with w h
    exact inv_mul_cancel_left₀ (sub_ne_zero.2 (Set.mem_Iio.1 h).ne) _

/-- For positive weights, the Green function has exactly one zero between two adjacent poles, and
there the self-energy tends to `+∞` from above and to `-∞` from below. -/
theorem unique_zero_between_poles (hc : ∀ k, 0 < c k) (e : ℝ) {i j : ι} (hij : E i < E j)
    (hadj : ∀ k, E k ≤ E i ∨ E j ≤ E k) :
    ∃ w₀ ∈ Set.Ioo (E i) (E j),
      (∀ w ∈ Set.Ioo (E i) (E j), greens c E w = 0 ↔ w = w₀) ∧
      Tendsto (selfEnergy c E e) (𝓝[>] w₀) atTop ∧
      Tendsto (selfEnergy c E e) (𝓝[<] w₀) atBot := by
  have : Nonempty ι := ⟨i⟩
  have hne : ∀ w ∈ Set.Ioo (E i) (E j), ∀ k, w ≠ E k := by
    rintro w ⟨h1, h2⟩ k rfl
    rcases hadj k with h | h <;> linarith
  have hanti : ∀ a b, E i < a → a < b → b < E j → greens c E b < greens c E a := by
    intro a b ha hab hb
    unfold greens
    refine Finset.sum_lt_sum_of_nonempty Finset.univ_nonempty fun k _ =>
      pole_term_lt (hc k) hab ?_
    rcases hadj k with h | h
    · exact Or.inr (by linarith)
    · exact Or.inl (by linarith)
  obtain ⟨m, hm1, hm2⟩ := exists_between hij
  obtain ⟨a, ha1, ha2, ha3⟩ := greens_nonneg_above_pole hc i hm1 fun k =>
    (hadj k).symm.imp (fun h => by linarith) id
  -- reflect the energy axis to treat the upper pole
  have hrefl : ∃ b, -E j < b ∧ b ≤ -m ∧ 0 ≤ greens c (fun k => -E k) b :=
    greens_nonneg_above_pole (E := fun k => -E k) hc j (neg_lt_neg hm2) fun k =>
      (hadj k).imp (fun h => neg_lt_neg (by linarith)) (fun h => neg_le_neg h)
  obtain ⟨b, hb1, hb2, hb3⟩ := hrefl
  have hb4 : greens c E (-b) = -greens c (fun k => -E k) b := by
    unfold greens
    rw [← Finset.sum_neg_distrib]
    refine Finset.sum_congr rfl fun k _ => ?_
    rw [show -b - E k = -(b - -E k) by ring, div_neg]
  have hcont : ContinuousOn (greens c E) (Set.Icc a (-b)) := fun w hw =>
    (hasDerivAt_greens (hne w ⟨by linarith [hw.1], by linarith [hw.2]⟩)).continuousAt
      |>.continuousWithinAt
  obtain ⟨w₀, hw, h0⟩ := intermediate_value_Icc' (by linarith : a ≤ -b) hcont
    (⟨by linarith, ha3⟩ : (0 : ℝ) ∈ Set.Icc (greens c E (-b)) (greens c E a))
  have hw₀ : w₀ ∈ Set.Ioo (E i) (E j) := ⟨by linarith [hw.1], by linarith [hw.2]⟩
  refine ⟨w₀, hw₀, fun w hw => ⟨fun h => ?_, fun h => h ▸ h0⟩,
    selfEnergy_diverges hc e (hne w₀ hw₀) h0⟩
  rcases lt_trichotomy w w₀ with h1 | h1 | h1
  · linarith [hanti w w₀ hw.1 h1 hw₀.2]
  · exact h1
  · linarith [hanti w₀ w hw₀.1 h1 hw.2]

/-- If all weights are positive, a permutation of the poles reverses their energies and keeps their
weights, and no pole is at zero, then `w Σ(w)` tends to `1 / ∑ c k / (E k)^2` at zero frequency. -/
theorem particle_hole_limit [Nonempty ι] (hc : ∀ k, 0 < c k) (e : ℝ) (σ : Equiv.Perm ι)
    (hE : ∀ k, E (σ k) = -E k) (hcσ : ∀ k, c (σ k) = c k) (hE0 : ∀ k, E k ≠ 0) :
    Tendsto (fun w => w * selfEnergy c E e w) (𝓝[≠] 0) (𝓝 (1 / ∑ k, c k / E k ^ 2)) := by
  -- the contributions of partner poles cancel at zero frequency
  have h1 : ∑ k, c (σ k) / (0 - E (σ k)) = greens c E 0 :=
    Equiv.sum_comp σ (fun k => c k / (0 - E k))
  have h2 : ∑ k, c (σ k) / (0 - E (σ k)) = -greens c E 0 := by
    unfold greens
    rw [← Finset.sum_neg_distrib]
    refine Finset.sum_congr rfl fun k _ => ?_
    rw [hcσ, hE, show (0 : ℝ) - -E k = -(0 - E k) by ring, div_neg]
  have h := (selfEnergy_residue hc e (fun k => (hE0 k).symm) (by linarith)).2
  simpa only [sub_zero, zero_sub, neg_sq] using h

/-- The two spectral weights of the half-filled Hubbard atom. -/
def atomWeights : Fin 2 → ℝ := ![1 / 2, 1 / 2]

/-- The two poles of the half-filled Hubbard atom with repulsion `U`. -/
def atomPoles (U : ℝ) : Fin 2 → ℝ := ![-(U / 2), U / 2]

/-- For `U ≠ 0` the Hubbard atom has positive weights, and exchanging its two nonzero poles
reverses their energies and keeps their weights. -/
theorem particle_hole_witness {U : ℝ} (hU : U ≠ 0) :
    (∀ k, 0 < atomWeights k) ∧
    (∀ k, atomPoles U (Equiv.swap 0 1 k) = -atomPoles U k) ∧
    (∀ k, atomWeights (Equiv.swap 0 1 k) = atomWeights k) ∧ ∀ k, atomPoles U k ≠ 0 := by
  simp [Fin.forall_fin_two, atomPoles, atomWeights, hU]

/-- The self-energy of the Hubbard atom with `e = 0` satisfies `w Σ(w) = U^2 / 4` away from
zero frequency and the two poles. -/
theorem hubbard_atom_selfEnergy {U w : ℝ} (h0 : w ≠ 0) (h1 : w ≠ -(U / 2)) (h2 : w ≠ U / 2) :
    w * selfEnergy atomWeights (atomPoles U) 0 w = U ^ 2 / 4 := by
  have hG : greens atomWeights (atomPoles U) w = w / ((w - -(U / 2)) * (w - U / 2)) := by
    have hs : greens atomWeights (atomPoles U) w
        = 1 / 2 / (w - -(U / 2)) + 1 / 2 / (w - U / 2) := Fin.sum_univ_two _
    rw [hs, div_add_div _ _ (sub_ne_zero.2 h1) (sub_ne_zero.2 h2)]
    congr 1
    ring
  have h : w * ((w - -(U / 2)) * (w - U / 2) / w) = (w - -(U / 2)) * (w - U / 2) :=
    mul_div_cancel₀ _ h0
  unfold selfEnergy
  rw [hG, one_div_div, mul_sub, h]
  ring

end

end SelfEnergyPoles
```

```lean
#print axioms SelfEnergyPoles.unique_zero_between_poles
#print axioms SelfEnergyPoles.particle_hole_limit
#print axioms SelfEnergyPoles.hubbard_atom_selfEnergy
```

```
'SelfEnergyPoles.unique_zero_between_poles' depends on axioms: [propext, Classical.choice, Quot.sound]
'SelfEnergyPoles.particle_hole_limit' depends on axioms: [propext, Classical.choice, Quot.sound]
'SelfEnergyPoles.hubbard_atom_selfEnergy' depends on axioms: [propext, Classical.choice, Quot.sound]
```

## One orbital with finitely many excitation energies

The definitions `greens` and `selfEnergy` are

$$G(w)=\sum_k \frac{c_k}{w-E_k},\qquad \Sigma(w)=w-e-\frac{1}{G(w)}.$$

The index $k$ runs over a finite type `ι`, and `c` and `E` assign a real weight and a real energy to each index. The energies $E_k$ stand for electron addition and removal energies, both taken as the energy of the system with the electron minus its energy without it. The weights stand for squared amplitudes of the corresponding transitions, averaged over the initial states if there are several. This is the physics behind the hypothesis `hc : ∀ k, 0 < c k`; transitions of zero amplitude are left out of the sum. The weights need not add up to one.

The second formula is the Dyson equation solved for $\Sigma$. Since $1/G = w-e-\Sigma$ and $1/G$ tends to zero at each pole of $G$, the solutions of the quasiparticle equation are the poles of $G$, with $\Sigma$ given its limiting value there. Lean's `selfEnergy` need not take that value at a pole, because the singular term $c_k/0$ is set to zero.

In `unique_zero_between_poles`, the indices `i` and `j` satisfy $E_i<E_j$, and `hadj` says that every pole lies at or below $E_i$, or at or above $E_j$. Several indices may share an energy. The conclusion gives a $w_0$ strictly between the two poles which is the only zero of $G$ there, with

$$\Sigma(w)\to+\infty\ \ (w\downarrow w_0),\qquad \Sigma(w)\to-\infty\ \ (w\uparrow w_0).$$

The filters `𝓝[>] w₀` and `𝓝[<] w₀` express these one-sided limits. They exclude $w_0$ itself, where Lean's convention $1/0=0$ would give `selfEnergy` a finite value without physical meaning.

The model is scalar and lives on the real axis. It covers neither matrix-valued Green functions, nor continuous spectra, nor complex frequencies. If the orbital is coupled to others by hopping, the scalar $\Sigma$ also contains that coupling and can diverge without any interaction. For two orbitals at zero energy with hopping $t\neq0$ and no interaction, each has $G(w)=w/(w^2-t^2)$, and with $e=0$ this gives $\Sigma(w)=t^2/w$.

## A single sign change in each interval

Take one term with weight $q>0$ and pole $x$, and two frequencies $a<b$ on the same side of $x$. Then

$$\frac{q}{a-x}-\frac{q}{b-x}=\frac{q(b-a)}{(a-x)(b-x)}>0,$$

because the two factors in the denominator have the same sign. This is `pole_term_lt`. Summed over all poles, it shows that $G$ decreases strictly between $E_i$ and $E_j$, which the main proof records as `hanti`.

Next, $G$ must be shown to take both signs, or zero. Choose $m$ with $E_i<m<E_j$ and set

$$B=\frac{c_i}{m-E_i}+|G(m)|,\qquad a=E_i+\frac{c_i}{B}.$$

Since $B\ge c_i/(m-E_i)$, we have $E_i<a\le m$, and the term of pole $i$ at $a$ equals $B$. No term is smaller at $a$ than at $m$, so the total change is at least the change of term $i$ alone:

$$G(a)-G(m)\ \ge\ B-\frac{c_i}{m-E_i}=|G(m)|.$$

Hence $G(a)\ge G(m)+|G(m)|\ge 0$. This is `greens_nonneg_above_pole`, where the frequency $a$ is called `w`; the comparison of a sum with one of its terms is `Finset.single_le_sum`.

For the upper pole, the proof reflects the energy axis. Let $\tilde G$ be the Green function with poles $-E_k$ and the same weights. The same estimate, applied above the pole $-E_j$, gives a $b$ with $-E_j<b\le -m$ and $\tilde G(b)\ge0$. Term by term,

$$G(-b)=\sum_k\frac{c_k}{-b-E_k}=-\sum_k\frac{c_k}{b+E_k}=-\tilde G(b)\le 0.$$

Thus $a\le m\le -b$, with $G(a)\ge0\ge G(-b)$. Between these points $G$ is continuous, because `hasDerivAt_greens` gives it a derivative away from the poles. The intermediate value theorem, `intermediate_value_Icc'`, supplies a zero $w_0$. A second zero on either side would contradict the strict decrease; `lt_trichotomy` separates the cases.

## The slope of $G$ fixes the residue of $\Sigma$

Differentiating each term gives

$$G'(w)=-\sum_k\frac{c_k}{(w-E_k)^2}.$$

Let $w_0$ be a zero of $G$ that is not one of the $E_k$, and write $S=\sum_k c_k/(w_0-E_k)^2$. This sum is positive because the weights are positive and there is at least one pole, which is the hypothesis `[Nonempty ι]` in Lean. Because $G(w_0)=0$,

$$(w-w_0)\Sigma(w)=(w-w_0)(w-e)-\left[\frac{G(w)-G(w_0)}{w-w_0}\right]^{-1}.$$

As $w\to w_0$, the first term vanishes and the bracket tends to $G'(w_0)=-S$. Therefore

$$(w-w_0)\Sigma(w)\to\frac1S>0.$$

The theorem `selfEnergy_residue` states both the limit and its positivity. Its proof follows the same line: `hasDerivAt_iff_tendsto_slope` turns the derivative into a limit of difference quotients, and `inv₀` inverts that limit, which is allowed since $-S\neq0$.

In `selfEnergy_diverges`, the self-energy is written as

$$\Sigma(w)=\frac{1}{w-w_0}\,\bigl[(w-w_0)\Sigma(w)\bigr].$$

The first factor tends to $+\infty$ from above and to $-\infty$ from below, while the second tends to a positive number. The lemmas `atTop_mul_pos` and `atBot_mul_pos` combine the two factors.

## Particle-hole symmetry puts a zero at $w=0$ if no pole is there

With energies measured from the chemical potential, particle-hole symmetry pairs each addition energy with a removal energy of opposite sign and equal weight. In `particle_hole_limit` this pairing is a permutation $\sigma$ of the indices with $E_{\sigma(k)}=-E_k$ and $c_{\sigma(k)}=c_k$, and no $E_k$ is zero. Relabelling the sum by $\sigma$ gives

$$G(0)=\sum_k\frac{c_{\sigma(k)}}{0-E_{\sigma(k)}}=\sum_k\frac{c_k}{E_k}=-G(0),$$

so $G(0)=0$. The relabelling is `Equiv.sum_comp`. Setting $w_0=0$ in the residue formula yields

$$w\,\Sigma(w)\to\frac{1}{\sum_k c_k/E_k^2}\qquad(w\to0).$$

The limit is the same for every $e$, since $w(w-e)\to0$.

The half-filled, spin-symmetric Hubbard atom has poles at $\pm U/2$, each with weight $1/2$. The file takes these values as input and does not derive them from the Hamiltonian. For $U\neq0$, `particle_hole_witness` checks that the atom meets the assumptions of `particle_hole_limit`, with $\sigma$ exchanging the two poles. Here

$$G(w)=\frac{1/2}{w+U/2}+\frac{1/2}{w-U/2}=\frac{w}{w^2-U^2/4},$$

and with $e=0$

$$\Sigma(w)=w-\frac{w^2-U^2/4}{w}=\frac{U^2}{4w}.$$

The theorem `hubbard_atom_selfEnergy` states this as $w\,\Sigma(w)=U^2/4$ for $w$ different from $0$ and $\pm U/2$. Its proof puts the two fractions over a common denominator and then inserts the result into the Dyson equation. The choice $e=0$ places the level, including its Hartree shift $U/2$, at the chemical potential, so $U^2/(4w)$ is the part of the self-energy beyond Hartree–Fock. In this isolated atom, the divergence of $\Sigma$ at $w=0$ lies in the middle of the gap between the removal and addition energies.
